# Legendre coefficients of a finite-pole fermionic Green's function decay faster than any geometric sequence

When an imaginary-time Green's function G(τ) is stored as Legendre coefficients, the list has to be cut at some order l. The error made by the cut comes from the coefficients left out, so it matters how fast they decay. For a fermionic G(τ) with finitely many real poles and real weights, the theorems below bound every coefficient in terms of its order l, the inverse temperature β, the largest absolute value of a pole energy and the total absolute weight.

## Polynomials, Green's function and coefficients

```lean
import Mathlib

open Polynomial Filter Topology

namespace LegendreImaginaryTime

noncomputable section
```

The first line loads the mathematical library Mathlib. The `open` line makes short notation available, such as `ℝ[X]` for polynomials with real coefficients.

```lean
/-- The Legendre polynomial `P_l`, given by Rodrigues' formula. -/
def legendreP (l : ℕ) : ℝ[X] :=
  C (1 / (2 ^ l * (l.factorial : ℝ))) * derivative^[l] ((X ^ 2 - 1) ^ l)
```

A `def` introduces an object. This one is Rodrigues' formula,

P_l(x) = 1/(2^l l!) · d^l/dx^l (x² − 1)^l.

`X` is the polynomial variable, `C` turns a number into a constant polynomial, and `derivative^[l]` means "differentiate l times". To get a number at the point x, one writes `.eval x`.

```lean
/-- The fermionic imaginary-time Green's function in Lehmann form, with poles `ω n` and weights `w
n`, at inverse temperature `β`; the formula is meant for `0 < τ < β`. -/
def greenTau {ι : Type*} [Fintype ι] (β : ℝ) (ω w : ι → ℝ) (τ : ℝ) : ℝ :=
  -∑ n, w n * (Real.exp (-(τ * ω n)) / (1 + Real.exp (-(β * ω n))))
```

In ordinary notation,

G(τ) = −∑_n w_n exp(−τω_n) / (1 + exp(−βω_n)).

The index n runs over a finite type `ι`. The pole energies ω_n are measured from the chemical potential, and the weights w_n are real with either sign. This Lehmann form is taken as the starting point and is not derived from a Hamiltonian. A system of interacting electrons with finitely many orbitals and no other degrees of freedom, such as phonons, fits it when its weights are real; a continuous spectrum does not.

```lean
/-- The `l`-th Legendre coefficient of a function of imaginary time on `[0, β]`. -/
def legendreCoeff (β : ℝ) (G : ℝ → ℝ) (l : ℕ) : ℝ :=
  √(2 * l + 1) * ∫ τ in (0 : ℝ)..β, (legendreP l).eval (2 / β * τ - 1) * G τ
```

The coefficient is

G_l = √(2l+1) ∫_0^β P_l(2τ/β − 1) G(τ) dτ.

The prefactor belongs to the expansion G(τ) = ∑_l (√(2l+1)/β) G_l P_l(2τ/β − 1), whose convergence is not among the theorems here.

## The overlap of P_l with an exponential

```lean
lemma intervalIntegrable_mul_exp (q : ℝ[X]) (a : ℝ) :
    IntervalIntegrable (fun x => q.eval x * Real.exp (-(a * x))) MeasureTheory.volume (-1) 1 := by
  have he : Continuous (fun x : ℝ => Real.exp (-(a * x))) := by fun_prop
  exact (q.continuous.mul he).intervalIntegrable _ _
```

A polynomial times exp(−ax) is continuous, hence integrable on [−1, 1]. Lean asks for this before it splits an integral of a difference or a sum.

```lean
/-- Integration by parts against `exp (-a x)` for a polynomial that vanishes at both ends
of `[-1, 1]`. -/
theorem integral_derivative_mul_exp (p : ℝ[X]) (a : ℝ)
    (h1 : p.eval 1 = 0) (h2 : p.eval (-1) = 0) :
    ∫ x in (-1 : ℝ)..1, (derivative p).eval x * Real.exp (-(a * x)) =
      a * ∫ x in (-1 : ℝ)..1, p.eval x * Real.exp (-(a * x)) := by
  have hd : ∀ x ∈ Set.uIcc (-1 : ℝ) 1,
      HasDerivAt (fun x => p.eval x * Real.exp (-(a * x)))
        ((derivative p).eval x * Real.exp (-(a * x)) -
          a * (p.eval x * Real.exp (-(a * x)))) x := by
    intro x _
    have he : HasDerivAt (fun y : ℝ => Real.exp (-(a * y)))
        (Real.exp (-(a * x)) * (-(a * 1))) x :=
      (((hasDerivAt_id' x).const_mul a).fun_neg).exp
    exact ((p.hasDerivAt x).fun_mul he).congr_deriv (by ring)
  have hp := (intervalIntegrable_mul_exp p a).const_mul a
  have hq := intervalIntegrable_mul_exp (derivative p) a
  have key := intervalIntegral.integral_eq_sub_of_hasDerivAt hd (hq.sub hp)
  rw [intervalIntegral.integral_sub hq hp, intervalIntegral.integral_const_mul] at key
  simp only [h1, h2, zero_mul, sub_self] at key
  linarith
```

A `theorem` lists its hypotheses in parentheses, then the claim after the colon, then the proof after `:=`. Here p is a polynomial with p(1) = p(−1) = 0, and a is any real number. By the product rule,

d/dx [p(x) exp(−ax)] = p′(x) exp(−ax) − a p(x) exp(−ax).

Integrated over [−1, 1], the left side gives zero, because p vanishes at both ends. Therefore

∫ p′(x) exp(−ax) dx = a ∫ p(x) exp(−ax) dx.

In the proof, `hd` is the product rule, `key` is the fundamental theorem of calculus, and `linarith` rearranges the result.

```lean
/-- Derivatives of `(x² - 1)^l` of order below `l` vanish at the ends of `[-1, 1]`. -/
theorem boundary_vanishes {k l : ℕ} (hk : k < l) {x : ℝ} (hx : x ^ 2 = 1) :
    (derivative^[k] ((X ^ 2 - 1 : ℝ[X]) ^ l)).eval x = 0 := by
  obtain ⟨q, hq⟩ := pow_sub_dvd_iterate_derivative_pow (X ^ 2 - 1 : ℝ[X]) l k
  have h0 : (X ^ 2 - 1 : ℝ[X]).eval x = 0 := by simp [hx]
  rw [hq, eval_mul, eval_pow, h0, zero_pow (Nat.sub_ne_zero_of_lt hk), zero_mul]
```

Each differentiation of (x² − 1)^l removes at most one factor x² − 1. After k < l differentiations at least l − k factors remain, so the derivative vanishes wherever x² = 1. Lean obtains this divisibility from the library and evaluates at x.

```lean
/-- The overlap of `P_l` with a real exponential equals `a^l / (2^l l!)` times the integral
of `(x² - 1)^l exp (-a x)`. -/
theorem integral_legendreP_mul_exp (a : ℝ) (l : ℕ) :
    ∫ x in (-1 : ℝ)..1, (legendreP l).eval x * Real.exp (-(a * x)) =
      a ^ l / (2 ^ l * (l.factorial : ℝ)) *
        ∫ x in (-1 : ℝ)..1, (x ^ 2 - 1) ^ l * Real.exp (-(a * x)) := by
  -- each derivative moved onto the exponential yields one factor of `a`
  have step : ∀ k ≤ l, ∫ x in (-1 : ℝ)..1,
      (derivative^[k] ((X ^ 2 - 1 : ℝ[X]) ^ l)).eval x * Real.exp (-(a * x)) =
      a ^ k * ∫ x in (-1 : ℝ)..1, (x ^ 2 - 1) ^ l * Real.exp (-(a * x)) := by
    intro k
    induction k with
    | zero => intro _; simp
    | succ k ih =>
      intro hk
      rw [Function.iterate_succ_apply', integral_derivative_mul_exp _ a
        (boundary_vanishes (by omega) (by norm_num))
        (boundary_vanishes (by omega) (by norm_num)), ih (by omega)]
      ring
  simp only [legendreP, eval_mul, eval_C, mul_assoc]
  rw [intervalIntegral.integral_const_mul, step l le_rfl]
  ring
```

Now integrate by parts l times. The claim `step` says that, for every k ≤ l,

∫ [d^k/dx^k (x² − 1)^l] exp(−ax) dx = a^k ∫ (x² − 1)^l exp(−ax) dx.

For k = 0 there is nothing to do. Going from k to k + 1 uses the previous two theorems: the k-th derivative vanishes at ±1 because k < l, and moving one more derivative produces one more factor a. This is the `induction` in the code. Setting k = l and multiplying by Rodrigues' constant gives

∫ P_l(x) exp(−ax) dx = a^l/(2^l l!) ∫ (x² − 1)^l exp(−ax) dx.

```lean
/-- The overlap of `P_l` with `exp (-a x)` is at most `2 |a|^l exp |a| / (2^l l!)`
in modulus. -/
theorem abs_integral_legendreP_mul_exp_le (a : ℝ) (l : ℕ) :
    |∫ x in (-1 : ℝ)..1, (legendreP l).eval x * Real.exp (-(a * x))| ≤
      2 * |a| ^ l * Real.exp |a| / (2 ^ l * (l.factorial : ℝ)) := by
  have hI : ‖∫ x in (-1 : ℝ)..1, (x ^ 2 - 1) ^ l * Real.exp (-(a * x))‖ ≤
      Real.exp |a| * |1 - (-1 : ℝ)| := by
    apply intervalIntegral.norm_integral_le_of_norm_le_const
    intro x hx
    rw [Set.uIoc_of_le (by norm_num)] at hx
    obtain ⟨hx1, hx2⟩ := hx
    have h1 : |x ^ 2 - 1| ≤ 1 := abs_le.2 ⟨by nlinarith, by nlinarith⟩
    have h2 : -(a * x) ≤ |a| := by
      have h3 : |x| ≤ 1 := abs_le.2 ⟨hx1.le, hx2⟩
      have h4 := neg_le_abs (a * x)
      rw [abs_mul] at h4
      nlinarith [abs_nonneg a]
    rw [Real.norm_eq_abs, abs_mul, abs_pow, Real.abs_exp]
    calc |x ^ 2 - 1| ^ l * Real.exp (-(a * x)) ≤ 1 * Real.exp |a| :=
          mul_le_mul (pow_le_one₀ (abs_nonneg _) h1) (Real.exp_le_exp.2 h2)
            (Real.exp_pos _).le zero_le_one
      _ = Real.exp |a| := one_mul _
  rw [Real.norm_eq_abs, show |1 - (-1 : ℝ)| = 2 by norm_num] at hI
  have hD : (0 : ℝ) < 2 ^ l * (l.factorial : ℝ) := by positivity
  rw [integral_legendreP_mul_exp, abs_mul, abs_div, abs_pow, abs_of_pos hD]
  calc _ ≤ |a| ^ l / (2 ^ l * (l.factorial : ℝ)) * (Real.exp |a| * 2) :=
        mul_le_mul_of_nonneg_left hI (by positivity)
    _ = _ := by ring
```

On [−1, 1] we have |x² − 1| ≤ 1 and exp(−ax) ≤ exp|a|, and the interval has length 2. The integral on the right is therefore at most 2 exp|a| in modulus, so

|∫ P_l(x) exp(−ax) dx| ≤ 2|a|^l exp|a| / (2^l l!).

`hI` is the bound on the integral; the closing `calc` multiplies it by the prefactor.

## From exponentials to the Green's function

```lean
/-- The thermal kernel in the scaled time `x = 2τ/β - 1` is `exp (-a x) / (2 cosh a)`
with `a = βω/2`. -/
theorem thermal_kernel {β : ℝ} (hβ : 0 < β) (ω τ : ℝ) :
    Real.exp (-(τ * ω)) / (1 + Real.exp (-(β * ω))) =
      Real.exp (-(β * ω / 2 * (2 / β * τ - 1))) / (2 * Real.cosh (β * ω / 2)) := by
  have hb : β * (2 / β * τ) = 2 * τ := by field_simp
  have h1 : Real.exp (-(β * ω / 2 * (2 / β * τ - 1))) =
      Real.exp (-(τ * ω)) * Real.exp (β * ω / 2) := by
    rw [← Real.exp_add]
    congr 1
    linear_combination (-ω / 2) * hb
  have h2 : Real.exp (-(β * ω)) = Real.exp (-(β * ω / 2)) * Real.exp (-(β * ω / 2)) := by
    rw [← Real.exp_add]
    congr 1
    ring
  have h3 : Real.exp (β * ω / 2) * Real.exp (-(β * ω / 2)) = 1 := by
    rw [← Real.exp_add, add_neg_cancel, Real.exp_zero]
  have hc := Real.cosh_pos (β * ω / 2)
  rw [div_eq_div_iff (by positivity) (by positivity), h1, h2, Real.cosh_eq]
  linear_combination (-(Real.exp (-(τ * ω)) * Real.exp (-(β * ω / 2)))) * h3
```

Put x = 2τ/β − 1 and a = βω/2. Then ax = τω − a, and hence exp(−ax) = exp(−τω) exp(a). The denominator can be written

2 cosh a = exp(a) (1 + exp(−2a)) = exp(a) (1 + exp(−βω)).

Dividing, the factor exp(a) cancels:

exp(−τω)/(1 + exp(−βω)) = exp(−ax)/(2 cosh a).

Lean multiplies out both denominators and closes the identity with exp(a) exp(−a) = 1, which is `h3`.

```lean
variable {ι : Type*} [Fintype ι]

/-- The Legendre coefficient of a Lehmann Green's function is a sum over poles of overlaps
of `P_l` with real exponentials. -/
theorem legendreCoeff_greenTau {β : ℝ} (hβ : 0 < β) (ω w : ι → ℝ) (l : ℕ) :
    legendreCoeff β (greenTau β ω w) l =
      -(√(2 * l + 1) * (β / 2) * ∑ n, w n / (2 * Real.cosh (β * ω n / 2)) *
        ∫ x in (-1 : ℝ)..1, (legendreP l).eval x * Real.exp (-(β * ω n / 2 * x))) := by
  obtain ⟨F, hF⟩ : ∃ F : ℝ → ℝ, F = fun x => -∑ n, w n / (2 * Real.cosh (β * ω n / 2)) *
    ((legendreP l).eval x * Real.exp (-(β * ω n / 2 * x))) := ⟨_, rfl⟩
  have h : ∀ τ, (legendreP l).eval (2 / β * τ - 1) * greenTau β ω w τ =
      F (2 / β * τ - 1) := by
    intro τ
    simp only [hF, greenTau, mul_neg, Finset.mul_sum]
    congr 1
    refine Finset.sum_congr rfl fun n _ => ?_
    rw [thermal_kernel hβ]
    ring
  have hint : ∫ x in (-1 : ℝ)..1, F x = -∑ n, w n / (2 * Real.cosh (β * ω n / 2)) *
      ∫ x in (-1 : ℝ)..1, (legendreP l).eval x * Real.exp (-(β * ω n / 2 * x)) := by
    rw [hF, intervalIntegral.integral_neg, intervalIntegral.integral_finsetSum
      (fun n _ => (intervalIntegrable_mul_exp (legendreP l) (β * ω n / 2)).const_mul _)]
    simp only [intervalIntegral.integral_const_mul]
  -- change of variables from imaginary time to `[-1, 1]`
  have hne : 2 / β ≠ 0 := by positivity
  unfold legendreCoeff
  rw [intervalIntegral.integral_congr (g := fun τ => F (2 / β * τ - 1)) (fun τ _ => h τ),
    intervalIntegral.integral_comp_mul_sub F hne 1,
    show 2 / β * 0 - 1 = (-1 : ℝ) by ring,
    show 2 / β * β - 1 = (1 : ℝ) by rw [div_mul_cancel₀ _ hβ.ne']; norm_num,
    hint, smul_eq_mul, inv_div]
  ring
```

Write a_n = βω_n/2. Substituting the kernel and using dτ = (β/2) dx gives

G_l = −√(2l+1) (β/2) ∑_n w_n/(2 cosh a_n) ∫ P_l(x) exp(−a_n x) dx,

with x running from −1 to 1. In the proof, `F` is the integrand as a function of x, `h` identifies it with the integrand in τ, and `hint` exchanges the finite sum with the integral. The change of variables comes last.

```lean
/-- If all poles lie in `[-Ω, Ω]`, the `l`-th Legendre coefficient of the Green's function is in
modulus at most `β √(2l+1) (βΩ/4)^l / l!` times the total absolute weight. -/
theorem abs_legendreCoeff_le {β Ω : ℝ} (hβ : 0 < β) (ω w : ι → ℝ)
    (hω : ∀ n, |ω n| ≤ Ω) (l : ℕ) :
    |legendreCoeff β (greenTau β ω w) l| ≤
      β * √(2 * l + 1) * ((β * Ω / 4) ^ l / (l.factorial : ℝ)) * ∑ n, |w n| := by
  have each : ∀ n, |w n / (2 * Real.cosh (β * ω n / 2)) *
      ∫ x in (-1 : ℝ)..1, (legendreP l).eval x * Real.exp (-(β * ω n / 2 * x))| ≤
      |w n| * (2 * ((β * Ω / 4) ^ l / (l.factorial : ℝ))) := by
    intro n
    have hc : 0 < 2 * Real.cosh (β * ω n / 2) := by
      have := Real.cosh_pos (β * ω n / 2)
      positivity
    -- the growth `exp |a|` is absorbed by the thermal denominator
    have he : Real.exp |β * ω n / 2| ≤ 2 * Real.cosh (β * ω n / 2) := by
      rw [← Real.cosh_abs, Real.cosh_eq]
      linarith [Real.exp_pos (-|β * ω n / 2|)]
    have ha : |β * ω n / 2| ≤ β * Ω / 2 := by
      rw [abs_div, abs_mul, abs_of_pos hβ, abs_of_pos (two_pos : (0 : ℝ) < 2)]
      have := mul_le_mul_of_nonneg_left (hω n) hβ.le
      linarith
    have hp : (β * Ω / 2) ^ l = 2 ^ l * (β * Ω / 4) ^ l := by
      rw [← mul_pow]
      congr 1
      ring
    have hΩ : 0 ≤ β * Ω / 2 := (abs_nonneg _).trans ha
    have hI := abs_integral_legendreP_mul_exp_le (β * ω n / 2) l
    have hJ : 2 * |β * ω n / 2| ^ l * Real.exp |β * ω n / 2| / (2 ^ l * (l.factorial : ℝ)) ≤
        2 * (β * Ω / 2) ^ l * (2 * Real.cosh (β * ω n / 2)) / (2 ^ l * (l.factorial : ℝ)) := by
      gcongr
    rw [abs_mul, abs_div, abs_of_pos hc]
    refine (mul_le_mul_of_nonneg_left (hI.trans hJ) (by positivity)).trans (le_of_eq ?_)
    rw [hp]
    have hc' := (Real.cosh_pos (β * ω n / 2)).ne'
    field_simp
  rw [legendreCoeff_greenTau hβ, abs_neg, abs_mul,
    abs_of_nonneg (by positivity : 0 ≤ √(2 * (l : ℝ) + 1) * (β / 2))]
  refine (mul_le_mul_of_nonneg_left ((Finset.abs_sum_le_sum_abs _ _).trans
    (Finset.sum_le_sum fun n _ => each n)) (by positivity)).trans (le_of_eq ?_)
  rw [← Finset.sum_mul]
  ring
```

The new hypothesis `hω` says that |ω_n| ≤ Ω for every n: Ω is an energy cutoff that encloses all poles. It gives |a_n| ≤ βΩ/2. The thermal denominator also controls the exponential, since

2 cosh a_n = exp|a_n| + exp(−|a_n|) ≥ exp|a_n|.

Each term of the sum is then bounded by

|w_n|/(2 cosh a_n) · 2|a_n|^l exp|a_n|/(2^l l!) ≤ 2|w_n| (βΩ/4)^l / l!.

This is `each` in the code. The triangle inequality and the prefactor √(2l+1) β/2 yield

|G_l| ≤ β √(2l+1) (βΩ/4)^l / l! · ∑_n |w_n|.

The factor exp|a_n| has been absorbed by the thermal denominator. From order l to l + 1 the factor (βΩ/4)^l/l! is multiplied by (βΩ/4)/(l + 1), so it shrinks once l + 1 exceeds βΩ/4. Around l = βΩ/4 it is at its largest, and for large βΩ it is exponentially large there, so the bound becomes small only at higher orders. If the list is cut where the bound has fallen below a chosen tolerance and stays below it, every omitted coefficient is smaller than that tolerance; the cut may come later than necessary, because the bound can be loose.

A simple example is a single pole at ω = 0 with weight w. Then G(τ) = −w/2 is constant, G_0 = −βw/2, and all higher coefficients vanish. With Ω = 0 the bound gives exactly zero for l ≥ 1, and β|w| for l = 0, twice the true modulus.

```lean
/-- The Legendre coefficients of a Green's function with finitely many poles decay faster
than any geometric sequence. -/
theorem legendreCoeff_superexponential {β : ℝ} (hβ : 0 < β) (ω w : ι → ℝ) (r : ℝ) :
    Tendsto (fun l => r ^ l * legendreCoeff β (greenTau β ω w) l) atTop (𝓝 0) := by
  have hω : ∀ n, |ω n| ≤ ∑ m, |ω m| := fun n =>
    Finset.single_le_sum (f := fun m => |ω m|) (fun m _ => abs_nonneg _) (Finset.mem_univ n)
  have hs : ∀ l : ℕ, √(2 * (l : ℝ) + 1) ≤ 2 ^ l := by
    intro l
    rw [Real.sqrt_le_left (by positivity)]
    induction l with
    | zero => norm_num
    | succ l ih =>
      have e : ((2 : ℝ) ^ (l + 1)) ^ 2 = 4 * (2 ^ l) ^ 2 := by ring
      rw [e]
      push_cast
      have : (0 : ℝ) ≤ l := Nat.cast_nonneg l
      linarith
  have lim := (FloorSemiring.tendsto_pow_div_factorial_atTop
    (|r| * 2 * (β * (∑ m, |ω m|) / 4))).const_mul (β * ∑ n, |w n|)
  rw [mul_zero] at lim
  refine squeeze_zero_norm (fun l => ?_) lim
  rw [Real.norm_eq_abs, abs_mul, abs_pow]
  calc _ ≤ |r| ^ l * (β * 2 ^ l * ((β * (∑ m, |ω m|) / 4) ^ l / (l.factorial : ℝ)) *
        ∑ n, |w n|) := by
        refine mul_le_mul_of_nonneg_left
          ((abs_legendreCoeff_le hβ ω w hω l).trans ?_) (by positivity)
        gcongr
        exact hs l
    _ = _ := by
        rw [mul_pow, mul_pow]
        ring

end

end LegendreImaginaryTime
```

`Tendsto … atTop (𝓝 0)` reads "tends to 0 as l → ∞". The claim is that r^l G_l → 0 for every real r, with β, the poles and the weights held fixed. No cutoff has to be supplied: the proof takes Ω = ∑_m |ω_m|, which is at least as large as each |ω_n|.

The square root is handled by √(2l+1) ≤ 2^l, proved as `hs` by squaring and induction. With c = 2|r|βΩ/4, the previous bound becomes

|r^l G_l| ≤ β (∑_n |w_n|) c^l / l!.

The right side tends to zero because the factorial outgrows every power c^l, a library fact that enters as `lim`. The squeeze argument `squeeze_zero_norm` then carries the limit over to r^l G_l.

```lean
#print axioms LegendreImaginaryTime.legendreCoeff_superexponential
-- 'LegendreImaginaryTime.legendreCoeff_superexponential' depends on axioms: [propext, Classical.choice, Quot.sound]
```
